# For a square matrix, Green vectors at distinct non-eigenvalue energies span the image of a Krylov space

## The Green matrix and the energy mesh

Let $H$ be a square matrix over a field $K$, for example the real or complex numbers, and let $b$ be a vector. The Green matrix is

$$G(z)=(H-z)^{-1},$$

where $z$ stands for $z$ times the unit matrix. Its sign is opposite to that of the common convention $(z-H)^{-1}$. The energy mesh consists of $N$ distinct energies $E_0,\dots,E_{N-1}$, none of them an eigenvalue of $H$. Write

$$P=G(E_0)\,G(E_1)\cdots G(E_{N-1}),\qquad \mathcal K_N=\operatorname{span}\{b,Hb,\dots,H^{N-1}b\}.$$

The second object is the Krylov space of $b$.

If $b$ is a source, $G(E_i)b$ is the response to it at energy $E_i$, up to sign. The NMTO method interpolates energy-dependent orbitals on such a mesh, and divided differences of a Green matrix appear in its algebra. There the inverted matrix generally depends on energy in a nonlinear way; the model here has a finite, energy-independent $H$, so that the inverted matrix is linear in $z$.

## Equality of the two spaces

The main result is

$$\operatorname{span}\{G(E_0)b,\dots,G(E_{N-1})b\}=P\,\mathcal K_N .$$

For two energies it says that $G(E_0)b$ and $G(E_1)b$ span the image of $\operatorname{span}\{b,Hb\}$ under $G(E_0)G(E_1)$. In this finite linear model, solving at $N$ energies therefore gives the same variational space as applying $P$ to $N$ Krylov vectors.

In Lean, `green H z` is $G(z)$ and `greenProd H E` is $P$, an ordered product. The mesh is a function `E : Fin N → K`, numbered from zero. `Function.Injective E` says that the energies are distinct, and `(H - E i • 1).det ≠ 0` says that $E_i$ is not an eigenvalue. The symbol `*ᵥ` applies a matrix to a vector, and `.map (greenProd H E).mulVecLin` takes the image of a subspace under $P$.

$H$ need not be Hermitian or diagonalisable. The case $N=0$ is allowed, and both spaces are then zero. The basis is treated as orthonormal, in that no overlap matrix multiplies $z$. The theorems compare spaces and say nothing about how accurately these reproduce eigenvalues of $H$.

## Derivation by partial fractions

Take two energies first, so that $P=G(E_0)G(E_1)$. All factors are functions of $H$ and commute, hence

$$G(E_0)=P(H-E_1),\qquad G(E_1)=P(H-E_0).$$

Applied to $b$, these put both Green vectors in $P\,\mathcal K_2$. Conversely, subtracting the two equations gives $G(E_0)-G(E_1)=(E_0-E_1)P$, and therefore

$$Pb=\frac{G(E_0)b-G(E_1)b}{E_0-E_1},\qquad
PHb=\frac{E_0G(E_0)b-E_1G(E_1)b}{E_0-E_1}.$$

The second formula follows from $PHb=G(E_0)b+E_1Pb$. The two spaces are equal.

For general $N$, define

$$q_i(x)=\prod_{j\ne i}(x-E_j),\qquad w_i=q_i(E_i)=\prod_{j\ne i}(E_i-E_j).$$

Each factor of $P$ cancels its own $H-E_j$, so $P\prod_j(H-E_j)=1$. Splitting off one factor gives $P\,q_i(H)\,(H-E_i)=1$, and multiplication by $G(E_i)$ from the right gives

$$G(E_i)=P\,q_i(H).$$

Since $q_i$ has degree $N-1$, the vector $q_i(H)b$ lies in $\mathcal K_N$. This is the inclusion from left to right.

For the other inclusion, let $p$ be a polynomial of degree below $N$. The polynomial $\sum_i p(E_i)q_i(x)/w_i$ also has degree below $N$ and agrees with $p$ at all $N$ energies, so it equals $p$. Inserting $H$ and multiplying by $P$ gives

$$P\,p(H)=\sum_i\frac{p(E_i)}{w_i}\,G(E_i).$$

With $p(x)=x^k$ for $k=0,\dots,N-1$, every $PH^kb$ is a combination of Green vectors. With $p=1$ and $N\ge1$, the formula reads $P=\sum_i G(E_i)/w_i$, the highest divided difference of $G$ on the mesh.

Finally, $P$ is invertible and preserves dimensions. The $N$ Green vectors are thus linearly independent exactly when the $N$ Krylov vectors are.

## Coinciding energies can lose a dimension

Take $H=\operatorname{diag}(0,1)$, $b=(1,1)$ and $E_0=E_1=2$. Then $G(2)b=(-\tfrac12,-1)$, and the two Green vectors coincide and span a line. But $b$ and $Hb=(0,1)$ span the plane, and so does their image under the invertible matrix $G(2)^2$. So the equality can fail when energies coincide. It does not always fail: for an eigenvector $b$ of $H$, such as $(1,0)$ here, both spaces are the same line.

## The Lean file and its proof

```lean
import Mathlib

open scoped Matrix Polynomial
open Polynomial (X C aeval)

namespace NMTOInterpolation

noncomputable section

variable {K n : Type*} [Field K] [Fintype n] [DecidableEq n] {N : ℕ}

/-- The Green matrix `G(z) = (H - z)⁻¹`, for `z` not an eigenvalue of `H`. -/
def green (H : Matrix n n K) (z : K) : Matrix n n K := (H - z • 1)⁻¹

/-- The product `G(E₀) G(E₁) ⋯` of the Green matrices over an energy mesh
that contains no eigenvalue of `H`. -/
def greenProd (H : Matrix n n K) (E : Fin N → K) : Matrix n n K :=
  (List.ofFn fun i => green H (E i)).prod

/-- The linear map that sends a matrix `A` to the vector `A b`. -/
def actOn (b : n → K) : Matrix n n K →ₗ[K] (n → K) where
  toFun A := A *ᵥ b
  map_add' A B := Matrix.add_mulVec A B b
  map_smul' c A := by
    ext i
    simp [Matrix.mulVec, dotProduct, Finset.mul_sum, mul_assoc]

/-- If no mesh energy is an eigenvalue of `H`, the product of the Green matrices
is inverse to the product of the factors `H - E i`. -/
theorem greenProd_mul_nodal (H : Matrix n n K) (E : Fin N → K)
    (h : ∀ i, (H - E i • 1).det ≠ 0) :
    greenProd H E * aeval H (∏ i, (X - C (E i))) = 1 := by
  induction N with
  | zero => simp [greenProd]
  | succ N ih =>
    have ih' := ih (fun i => E i.succ) (fun i => h i.succ)
    have e : greenProd H E = green H (E 0) * greenProd H (fun i => E i.succ) := by
      simp [greenProd, List.ofFn_succ]
    have h0 : green H (E 0) * (H - E 0 • 1) = 1 :=
      Matrix.nonsing_inv_mul _ (isUnit_iff_ne_zero.mpr (h 0))
    -- polynomials in `H` commute, so the first factor can be moved to the right
    rw [e, Fin.prod_univ_succ, mul_comm (X - C (E 0)), map_mul, map_sub,
      Polynomial.aeval_X, Polynomial.aeval_C, Algebra.algebraMap_eq_smul_one,
      mul_assoc, ← mul_assoc (greenProd H (fun i => E i.succ)), ih', one_mul, h0]

/-- If no mesh energy is an eigenvalue of `H`, each Green matrix is the product of all
of them times the factors `H - E j` of the other energies. -/
theorem green_eq_greenProd_mul (H : Matrix n n K) (E : Fin N → K)
    (h : ∀ i, (H - E i • 1).det ≠ 0) (i : Fin N) :
    green H (E i) =
      greenProd H E * aeval H (∏ j ∈ Finset.univ.erase i, (X - C (E j))) := by
  have h1 := greenProd_mul_nodal H E h
  rw [← Finset.prod_erase_mul _ _ (Finset.mem_univ i), map_mul, map_sub,
    Polynomial.aeval_X, Polynomial.aeval_C, Algebra.algebraMap_eq_smul_one,
    ← mul_assoc] at h1
  have h2 : (H - E i • 1) * green H (E i) = 1 :=
    Matrix.mul_nonsing_inv _ (isUnit_iff_ne_zero.mpr (h i))
  -- a left inverse and a right inverse of `H - E i` agree
  exact (left_inv_eq_right_inv h1 h2).symm

/-- Partial fractions: for distinct energies that are not eigenvalues of `H` and a polynomial
`p` of degree below their number, the product of the Green matrices times `p(H)` is a
combination of the single Green matrices with Lagrange weights. -/
theorem greenProd_mul_aeval (H : Matrix n n K) (E : Fin N → K)
    (hE : Function.Injective E) (h : ∀ i, (H - E i • 1).det ≠ 0)
    (p : K[X]) (hp : p.degree < (N : WithBot ℕ)) :
    greenProd H E * aeval H p =
      ∑ i, (p.eval (E i) / ∏ j ∈ Finset.univ.erase i, (E i - E j)) • green H (E i) := by
  -- Lagrange interpolation reproduces `p` exactly
  have hL : p = ∑ i, C (p.eval (E i) / ∏ j ∈ Finset.univ.erase i, (E i - E j)) *
      ∏ j ∈ Finset.univ.erase i, (X - C (E j)) := by
    have h0 := Lagrange.eq_interpolate (s := Finset.univ) (v := E) (f := p)
      hE.injOn (by simpa using hp)
    refine h0.trans ?_
    rw [Lagrange.interpolate_apply]
    refine Finset.sum_congr rfl fun i _ => ?_
    have hc : ∏ j ∈ Finset.univ.erase i, (C ((E i - E j)⁻¹) : K[X]) =
        C ((∏ j ∈ Finset.univ.erase i, (E i - E j))⁻¹) := by
      rw [← Finset.prod_inv_distrib, map_prod]
    simp only [Lagrange.basis, Lagrange.basisDivisor]
    rw [Finset.prod_mul_distrib, hc, ← mul_assoc, ← Polynomial.C_mul, div_eq_mul_inv]
  conv_lhs => rw [hL]
  rw [map_sum, Finset.mul_sum]
  refine Finset.sum_congr rfl fun i _ => ?_
  rw [map_mul, Polynomial.aeval_C, ← Algebra.smul_def, mul_smul_comm,
    ← green_eq_greenProd_mul H E h i]

/-- On a nonempty mesh of distinct energies that are not eigenvalues of `H`, the product of
the Green matrices is the highest divided difference of `G`. -/
theorem greenProd_eq_dividedDifference (H : Matrix n n K) (E : Fin N → K) (hN : 0 < N)
    (hE : Function.Injective E) (h : ∀ i, (H - E i • 1).det ≠ 0) :
    greenProd H E =
      ∑ i, (∏ j ∈ Finset.univ.erase i, (E i - E j))⁻¹ • green H (E i) := by
  have h1 := greenProd_mul_aeval H E hE h 1
    (by rw [Polynomial.degree_one]; exact_mod_cast hN)
  simpa only [map_one, mul_one, Polynomial.eval_one, one_div] using h1

/-- For `N` distinct energies that are not eigenvalues of `H`, the vectors `G(E i) b` span
the image, under the product of the Green matrices, of the Krylov space of
`b, H b, …, H^(N-1) b`. -/
theorem span_green_eq_map_krylov (H : Matrix n n K) (E : Fin N → K)
    (hE : Function.Injective E) (h : ∀ i, (H - E i • 1).det ≠ 0) (b : n → K) :
    Submodule.span K (Set.range fun i => green H (E i) *ᵥ b) =
      (Submodule.span K (Set.range fun k : Fin N => H ^ (k : ℕ) *ᵥ b)).map
        (greenProd H E).mulVecLin := by
  apply le_antisymm
  · rw [Submodule.span_le]
    rintro _ ⟨i, rfl⟩
    -- the remaining factors form a polynomial in `H` of degree below `N`
    have hdeg : (∏ j ∈ Finset.univ.erase i, (X - C (E j))).natDegree < N := by
      have hpos := i.pos
      have hle := Polynomial.natDegree_prod_le (Finset.univ.erase i)
        (fun j => X - C (E j))
      simp only [Polynomial.natDegree_X_sub_C, Finset.sum_const, smul_eq_mul, mul_one,
        Finset.card_erase_of_mem (Finset.mem_univ i), Finset.card_univ,
        Fintype.card_fin] at hle
      omega
    refine ⟨aeval H (∏ j ∈ Finset.univ.erase i, (X - C (E j))) *ᵥ b, ?_, ?_⟩
    · change actOn b _ ∈ Submodule.span K _
      rw [Polynomial.aeval_eq_sum_range' hdeg, map_sum]
      refine Submodule.sum_mem _ fun k hk => ?_
      rw [map_smul]
      exact Submodule.smul_mem _ _
        (Submodule.subset_span ⟨⟨k, Finset.mem_range.mp hk⟩, rfl⟩)
    · rw [Matrix.mulVecLin_apply, Matrix.mulVec_mulVec, ← green_eq_greenProd_mul H E h i]
  · rw [Submodule.map_le_iff_le_comap, Submodule.span_le]
    rintro _ ⟨k, rfl⟩
    change greenProd H E *ᵥ (H ^ (k : ℕ) *ᵥ b) ∈ Submodule.span K _
    -- partial fractions for the monomial of degree `k`
    have h1 := greenProd_mul_aeval H E hE h (X ^ (k : ℕ))
      (by rw [Polynomial.degree_X_pow]; exact_mod_cast k.isLt)
    rw [map_pow, Polynomial.aeval_X] at h1
    rw [Matrix.mulVec_mulVec, h1]
    change actOn b _ ∈ Submodule.span K _
    rw [map_sum]
    refine Submodule.sum_mem _ fun i _ => ?_
    rw [map_smul]
    exact Submodule.smul_mem _ _ (Submodule.subset_span ⟨i, rfl⟩)

/-- For two distinct energies that are not eigenvalues of `H`, the span of `G(E₀) b` and
`G(E₁) b` is the image under `G(E₀) G(E₁)` of the span of `b` and `H b`. -/
theorem span_green_pair (H : Matrix n n K) (E₀ E₁ : K) (hne : E₀ ≠ E₁)
    (h₀ : (H - E₀ • 1).det ≠ 0) (h₁ : (H - E₁ • 1).det ≠ 0) (b : n → K) :
    Submodule.span K {green H E₀ *ᵥ b, green H E₁ *ᵥ b} =
      (Submodule.span K {b, H *ᵥ b}).map (green H E₀ * green H E₁).mulVecLin := by
  have hE : Function.Injective ![E₀, E₁] := by
    intro i j hij
    fin_cases i <;> fin_cases j <;> simp_all
  have h : ∀ i, (H - (![E₀, E₁] i) • 1).det ≠ 0 := Fin.forall_fin_two.mpr ⟨h₀, h₁⟩
  have r : ∀ f : Fin 2 → n → K, Set.range f = {f 0, f 1} := by
    intro f
    ext x
    simp only [Set.mem_range, Fin.exists_fin_two, Set.mem_insert_iff,
      Set.mem_singleton_iff, eq_comm]
  have h2 := span_green_eq_map_krylov H ![E₀, E₁] hE h b
  rw [r, r] at h2
  simpa [greenProd, List.ofFn_succ] using h2

/-- For distinct energies that are not eigenvalues of `H`, the vectors `G(E i) b` are linearly
independent exactly when the equally many Krylov vectors `b, H b, …` are. -/
theorem linearIndependent_green_iff (H : Matrix n n K) (E : Fin N → K)
    (hE : Function.Injective E) (h : ∀ i, (H - E i • 1).det ≠ 0) (b : n → K) :
    LinearIndependent K (fun i => green H (E i) *ᵥ b) ↔
      LinearIndependent K (fun k : Fin N => H ^ (k : ℕ) *ᵥ b) := by
  -- the product of the Green matrices is injective, so it preserves dimensions
  have hinj : Function.Injective (greenProd H E).mulVecLin := by
    intro x y hxy
    have hQ := mul_eq_one_comm.mp (greenProd_mul_nodal H E h)
    have h1 := congrArg (fun v => aeval H (∏ i, (X - C (E i))) *ᵥ v) hxy
    simpa only [Matrix.mulVecLin_apply, Matrix.mulVec_mulVec, hQ, Matrix.one_mulVec] using h1
  rw [linearIndependent_iff_card_eq_finrank_span, linearIndependent_iff_card_eq_finrank_span]
  unfold Set.finrank
  rw [span_green_eq_map_krylov H E hE h b,
    ← (Submodule.equivMapOfInjective _ hinj _).finrank_eq]

end

end NMTOInterpolation
```

```lean
#print axioms NMTOInterpolation.greenProd_eq_dividedDifference
#print axioms NMTOInterpolation.span_green_eq_map_krylov
#print axioms NMTOInterpolation.span_green_pair
#print axioms NMTOInterpolation.linearIndependent_green_iff
```

```
'NMTOInterpolation.greenProd_eq_dividedDifference' depends on axioms: [propext, Classical.choice, Quot.sound]
'NMTOInterpolation.span_green_eq_map_krylov' depends on axioms: [propext, Classical.choice, Quot.sound]
'NMTOInterpolation.span_green_pair' depends on axioms: [propext, Classical.choice, Quot.sound]
'NMTOInterpolation.linearIndependent_green_iff' depends on axioms: [propext, Classical.choice, Quot.sound]
```

`greenProd_mul_nodal` proves $P\prod_j(H-E_j)=1$ by induction on $N$. The step splits $G(E_0)$ off the left of the product and moves the factor $H-E_0$ to the far right. The induction hypothesis removes everything in between, and $G(E_0)(H-E_0)=1$ remains.

`green_eq_greenProd_mul` is the identity $G(E_i)=P\,q_i(H)$. Its last line uses that a left inverse of $H-E_i$, here $P\,q_i(H)$, equals a right inverse, here $G(E_i)$.

`greenProd_mul_aeval` is the partial-fraction formula. Mathlib's `Lagrange.eq_interpolate` supplies the interpolation, and the block `hL` brings it to the form with weights $p(E_i)/w_i$. The previous lemma then turns each $P\,q_i(H)$ into $G(E_i)$. Setting $p=1$ gives `greenProd_eq_dividedDifference`.

`span_green_eq_map_krylov` proves the two inclusions separately after `le_antisymm`. The first bounds the degree of $q_i$ and expands $q_i(H)b$ in powers of $H$; the second applies partial fractions to `X ^ (k : ℕ)`. The auxiliary map `actOn b`, which sends $A$ to $Ab$, carries sums of matrices over to sums of vectors. `span_green_pair` specialises the result to the mesh `![E₀, E₁]`.

`linearIndependent_green_iff` first derives the injectivity of $P$ from its inverse. It then expresses independence as the statement that the span has dimension $N$, and compares the two dimensions through the equality of spaces.
